# A lossless junction of three or more wires, unchanged by every permutation of them, must reflect

The junction is modelled by its scattering matrix alone, at one energy and with one channel per wire. No Hamiltonian enters. The N by N complex matrix S has the reflection amplitude r in every diagonal entry and the transmission amplitude t in every other. Amplitudes are normalised to unit flux, and `Fin N` labels the wires 0 to N−1.

```lean
import Mathlib

open Matrix

namespace SymmetricJunction

noncomputable section

/-- The scattering matrix of a symmetric junction of `N` wires: reflection amplitude `r` in every
wire and transmission amplitude `t` between any two different wires. -/
def junction (N : ℕ) (r t : ℂ) : Matrix (Fin N) (Fin N) ℂ :=
  fun i j => if i = j then r else t
```

## One reflection amplitude and one transmission amplitude

Because all diagonal entries are equal, and all off-diagonal entries are equal, permuting the wires leaves S unchanged. This symmetry is built into `junction`; the theorems do not carry it as a separate assumption. It makes every row sum equal to

b = r + (N−1)t.

The proof writes each entry as S_ik = (r−t)δ_ik + t, where δ_ik is 1 for i = k and 0 otherwise, and sums over k.

```lean
/-- The amplitudes in each row of the scattering matrix add up to `r + (N - 1) t`. -/
theorem junction_row_sum (N : ℕ) (r t : ℂ) (j : Fin N) :
    ∑ k, junction N r t j k = r + ((N : ℂ) - 1) * t := by
  have h : ∀ k, junction N r t j k = (if j = k then r - t else 0) + t := by
    intro k
    have e : junction N r t j k = if j = k then r else t := rfl
    rw [e]
    split_ifs <;> ring
  rw [Finset.sum_congr rfl (fun k _ => h k), Finset.sum_add_distrib, Finset.sum_ite_eq,
    if_pos (Finset.mem_univ j), Finset.sum_const, Finset.card_univ, Fintype.card_fin,
    nsmul_eq_mul]
  ring
```

The same splitting, with a = r−t, gives

(SS†)_ij = Σ_k S_ik conj(S_jk) = a conj(S_ji) + t conj(b).

In Lean, `star` is complex conjugation and `ᴴ` is the dagger.

```lean
/-- The entries of `S S†` for a symmetric junction, in terms of its two amplitudes. -/
theorem junction_mul_conjTranspose_apply (N : ℕ) (r t : ℂ) (i j : Fin N) :
    (junction N r t * (junction N r t)ᴴ) i j =
      (r - t) * star (if j = i then r else t) + t * star (r + ((N : ℂ) - 1) * t) := by
  have h : ∀ k, junction N r t i k * star (junction N r t j k) =
      (if i = k then (r - t) * star (junction N r t j k) else 0)
        + t * star (junction N r t j k) := by
    intro k
    have e : junction N r t i k = if i = k then r else t := rfl
    rw [e]
    split_ifs <;> ring
  have e : junction N r t j i = if j = i then r else t := rfl
  simp only [Matrix.mul_apply, Matrix.conjTranspose_apply]
  rw [Finset.sum_congr rfl (fun k _ => h k), Finset.sum_add_distrib, Finset.sum_ite_eq,
    if_pos (Finset.mem_univ i), ← Finset.mul_sum, ← star_sum, junction_row_sum, e]
```

Without the symmetry, reflection can vanish: an ideal three-wire circulator sends each wire's input entirely into the next wire, and its matrix is unitary with zero diagonal.

## Unitarity as flux conservation

Membership in `Matrix.unitaryGroup` means SS† = 1: outgoing flux equals incoming flux for every input. One diagonal and one off-diagonal entry read

a conj(r) + t conj(b) = 1,

a conj(t) + t conj(b) = 0.

Subtracting the second from the first gives |a|² = 1. Adding N−1 times the second to the first gives

a conj(b) + N t conj(b) = (a + Nt) conj(b) = |b|² = 1,

because b = a + Nt. Conversely, if |a| = |b| = 1, then

N[a conj(t) + t conj(b)] = a conj(b−a) + (b−a) conj(b) = |b|² − |a|² = 0.

The off-diagonal entries therefore vanish, and each diagonal entry exceeds them by |a|² = 1.

The next lemma turns |z| = 1 into z conj(z) = 1, so that `linear_combination` can carry out this algebra in `junction_unitary_iff`.

```lean
/-- A complex amplitude has modulus one exactly when its product with its conjugate is one. -/
theorem norm_eq_one_iff_mul_star (z : ℂ) : ‖z‖ = 1 ↔ z * star z = 1 := by
  have h : z * star z = ((‖z‖ ^ 2 : ℝ) : ℂ) := by
    rw [Complex.sq_norm]
    exact Complex.mul_conj z
  rw [h]
  constructor
  · intro h1
    rw [h1]
    norm_num
  · intro h1
    have h2 : ‖z‖ ^ 2 = 1 := by exact_mod_cast h1
    have h3 : (‖z‖ - 1) * (‖z‖ + 1) = 0 := by linear_combination h2
    have h4 := norm_nonneg z
    rcases mul_eq_zero.mp h3 with h5 | h5 <;> linarith

/-- A symmetric junction of at least two wires is lossless exactly when `r + (N - 1) t` and
`r - t` both have modulus one. -/
theorem junction_unitary_iff {N : ℕ} (hN : 2 ≤ N) (r t : ℂ) :
    junction N r t ∈ Matrix.unitaryGroup (Fin N) ℂ ↔
      ‖r + ((N : ℂ) - 1) * t‖ = 1 ∧ ‖r - t‖ = 1 := by
  have hs : star (r + ((N : ℂ) - 1) * t) = star r + ((N : ℂ) - 1) * star t := by
    rw [star_add, star_mul', star_sub, star_natCast, star_one]
  rw [Matrix.mem_unitaryGroup_iff, Matrix.star_eq_conjTranspose, norm_eq_one_iff_mul_star,
    norm_eq_one_iff_mul_star, hs, star_sub]
  constructor
  · intro hS
    -- compare one diagonal and one off-diagonal entry of `S S† = 1`
    have hne : (⟨0, by omega⟩ : Fin N) ≠ ⟨1, by omega⟩ :=
      fun h => Nat.zero_ne_one (congrArg Fin.val h)
    have h0 := congrFun (congrFun hS ⟨0, by omega⟩) ⟨0, by omega⟩
    have h1 := congrFun (congrFun hS ⟨0, by omega⟩) ⟨1, by omega⟩
    rw [junction_mul_conjTranspose_apply, if_pos rfl, Matrix.one_apply_eq, hs] at h0
    rw [junction_mul_conjTranspose_apply, if_neg hne.symm, Matrix.one_apply_ne hne, hs] at h1
    constructor
    · linear_combination h0 + ((N : ℂ) - 1) * h1
    · linear_combination h0 - h1
  · rintro ⟨hb, ha⟩
    have hN0 : (N : ℂ) ≠ 0 := Nat.cast_ne_zero.mpr (by omega)
    -- the off-diagonal entries vanish because the two squared moduli agree
    have off : (r - t) * star t + t * (star r + ((N : ℂ) - 1) * star t) = 0 := by
      apply mul_left_cancel₀ hN0
      linear_combination hb - ha
    ext i j
    rw [junction_mul_conjTranspose_apply, hs]
    by_cases h : i = j
    · subst h
      rw [if_pos rfl, Matrix.one_apply_eq]
      linear_combination ha + off
    · rw [if_neg (Ne.symm h), Matrix.one_apply_ne h]
      exact off
```

The bounds follow from the triangle inequality:

N|t| = |b−a| ≤ |b| + |a| = 2, so |t| ≤ 2/N;

1 = |r−t| ≤ |r| + |t|, so |r| ≥ 1 − 2/N.

The two uses of `norm_sub_le` are these two lines.

```lean
/-- In a lossless symmetric junction of `N ≥ 2` wires the transmission amplitude is at most `2/N`
in modulus, and the reflection amplitude is at least `1 - 2/N`. -/
theorem junction_bounds {N : ℕ} (hN : 2 ≤ N) {r t : ℂ}
    (hS : junction N r t ∈ Matrix.unitaryGroup (Fin N) ℂ) :
    ‖t‖ ≤ 2 / N ∧ 1 - 2 / (N : ℝ) ≤ ‖r‖ := by
  obtain ⟨hb, ha⟩ := (junction_unitary_iff hN r t).mp hS
  have hpos : (0 : ℝ) < N := Nat.cast_pos.mpr (by omega)
  -- `N t` is a difference of two numbers of modulus one
  have hd : (r + ((N : ℂ) - 1) * t) - (r - t) = (N : ℂ) * t := by ring
  have h1 := norm_sub_le (r + ((N : ℂ) - 1) * t) (r - t)
  rw [hd, norm_mul, Complex.norm_natCast, ha, hb] at h1
  have ht : ‖t‖ ≤ 2 / N := (le_div_iff₀ hpos).mpr (by linarith)
  have h2 := norm_sub_le r t
  exact ⟨ht, by linarith⟩
```

For the case of equality, b+a = 2[r − (1−N/2)t], and the parallelogram law gives

N²|t|² + 4|r − (1−N/2)t|² = 2(|a|² + |b|²) = 4.

Hence |t| = 2/N exactly when r = (1−N/2)t. In the proof, `hd` and `hq` identify the difference and the sum; each direction then sets one term to its required value and solves for the other.

```lean
/-- In a lossless symmetric junction of `N ≥ 2` wires the transmission amplitude has modulus `2/N`
exactly when `r = (1 - N/2) t`. -/
theorem max_transmission_iff {N : ℕ} (hN : 2 ≤ N) {r t : ℂ}
    (hS : junction N r t ∈ Matrix.unitaryGroup (Fin N) ℂ) :
    ‖t‖ = 2 / N ↔ r = (1 - (N : ℂ) / 2) * t := by
  obtain ⟨hb, ha⟩ := (junction_unitary_iff hN r t).mp hS
  have hpos : (0 : ℝ) < N := Nat.cast_pos.mpr (by omega)
  -- parallelogram law for the two numbers of modulus one
  have hp := parallelogram_law_with_norm ℂ (r + ((N : ℂ) - 1) * t) (r - t)
  have hd : (r + ((N : ℂ) - 1) * t) - (r - t) = (N : ℂ) * t := by ring
  have hq : (r + ((N : ℂ) - 1) * t) + (r - t) = 2 * (r - (1 - (N : ℂ) / 2) * t) := by ring
  rw [hd, hq, ha, hb, norm_mul (N : ℂ) t, Complex.norm_natCast] at hp
  constructor
  · intro ht
    have h2 : (N : ℝ) * ‖t‖ = 2 := by
      rw [ht]
      exact mul_div_cancel₀ 2 hpos.ne'
    rw [h2] at hp
    have h3 := mul_self_eq_zero.mp (by linarith :
      ‖2 * (r - (1 - (N : ℂ) / 2) * t)‖ * ‖2 * (r - (1 - (N : ℂ) / 2) * t)‖ = 0)
    have h4 := norm_eq_zero.mp h3
    linear_combination h4 / 2
  · intro hr
    rw [sub_eq_zero.mpr hr, mul_zero, norm_zero] at hp
    have h3 : ((N : ℝ) * ‖t‖ - 2) * ((N : ℝ) * ‖t‖ + 2) = 0 := by linear_combination hp
    have h4 : 0 ≤ (N : ℝ) * ‖t‖ := by positivity
    rw [eq_div_iff hpos.ne']
    rcases mul_eq_zero.mp h3 with h5 | h5 <;> linarith
```

Without unitarity both bounds can fail. A perfect absorber, r = t = 0, has no reflection for any N, and r = 0, t = 1 violates the transmission bound when N ≥ 3. The second example requires gain: unit flux sent into one wire comes out as flux N−1.

## At least two wires

The hypothesis `hN : 2 ≤ N` says that there are two different wires. By hand, it supplies the off-diagonal entry used above; in `junction_unitary_iff`, the proof takes wires 0 and 1. The proof of the converse uses only N ≠ 0, to cancel the factor N.

With one wire, t does not occur in the matrix. Unitarity then fixes |r| = 1 but leaves t arbitrary, so neither |r−t| = 1 nor |t| ≤ 2 follows.

## A third wire forces reflection

For N ≥ 3, 2/N ≤ 2/3, so |r| ≥ 1/3 and the reflection probability |r|² is at least 1/9. The proof follows these inequalities and leaves the squaring to `nlinarith`.

```lean
/-- A lossless symmetric junction of three or more wires reflects with probability at least
`1/9`. -/
theorem reflection_probability_ge {N : ℕ} (hN : 3 ≤ N) {r t : ℂ}
    (hS : junction N r t ∈ Matrix.unitaryGroup (Fin N) ℂ) : 1 / 9 ≤ ‖r‖ ^ 2 := by
  have h := (junction_bounds (by omega) hS).2
  have h3 : (3 : ℝ) ≤ N := by exact_mod_cast hN
  have h4 : 2 / (N : ℝ) ≤ 2 / 3 := (div_le_iff₀ (by linarith)).mpr (by linarith)
  have h5 : 1 / 3 ≤ ‖r‖ := by linarith
  nlinarith
```

With two wires the bound is only |r| ≥ 0, and r = 0, t = 1 transmits perfectly. This is the case N = 2 of the junction

r = 2/N − 1, t = 2/N,

for which b = 1 and a = −1. It is therefore unitary, and it attains both amplitude bounds for every N ≥ 2. At N = 3 its reflection probability is exactly 1/9. The proof checks the two unit moduli, then computes |r| and |t|.

```lean
/-- For `N ≥ 2` wires, the junction with `r = 2/N - 1` and `t = 2/N` is lossless, and its amplitudes
have moduli `2/N` in transmission and `1 - 2/N` in reflection. -/
theorem junction_bounds_witness {N : ℕ} (hN : 2 ≤ N) :
    junction N (2 / (N : ℂ) - 1) (2 / (N : ℂ)) ∈ Matrix.unitaryGroup (Fin N) ℂ ∧
      ‖2 / (N : ℂ)‖ = 2 / N ∧ ‖2 / (N : ℂ) - 1‖ = 1 - 2 / (N : ℝ) := by
  have hN0 : (N : ℂ) ≠ 0 := Nat.cast_ne_zero.mpr (by omega)
  have h2 : (2 : ℝ) ≤ N := by exact_mod_cast hN
  refine ⟨(junction_unitary_iff hN _ _).mpr ⟨?_, ?_⟩, by simp, ?_⟩
  · have e : 2 / (N : ℂ) - 1 + ((N : ℂ) - 1) * (2 / (N : ℂ)) = 1 := by
      have e1 : (N : ℂ) * (2 / (N : ℂ)) = 2 := mul_div_cancel₀ 2 hN0
      linear_combination e1
    rw [e, norm_one]
  · have e : 2 / (N : ℂ) - 1 - 2 / (N : ℂ) = -1 := by ring
    rw [e, norm_neg, norm_one]
  · have e : 2 / (N : ℂ) - 1 = -((1 - 2 / (N : ℝ) : ℝ) : ℂ) := by
      push_cast
      ring
    have h3 : 2 / (N : ℝ) ≤ 1 := (div_le_iff₀ (by linarith)).mpr (by linarith)
    rw [e, norm_neg, Complex.norm_real, Real.norm_of_nonneg (by linarith)]

end

end SymmetricJunction
```

For a lossless junction of non-interacting, single-channel wires with this full symmetry, the bounds offer a quick consistency check on a numerically computed scattering matrix. A violation beyond numerical error signals a mistake, but satisfying the bounds does not establish unitarity. For N ≥ 2 the exact test is |r−t| = 1 together with |r + (N−1)t| = 1.

```lean
#print axioms SymmetricJunction.max_transmission_iff
#print axioms SymmetricJunction.reflection_probability_ge
```

```
'SymmetricJunction.max_transmission_iff' depends on axioms: [propext, Classical.choice, Quot.sound]
'SymmetricJunction.reflection_probability_ge' depends on axioms: [propext, Classical.choice, Quot.sound]
```
